# The outer products of a two-component spinor and its time reverse sum to the spinor's density times the identity

Take a spinor with two complex components (a, b) and its time-reversed partner (−b*, a*). The theorem `kramers_pair_density` says that the outer products of these two vectors, each with its own conjugate, add up to (|a|² + |b|²) times the 2 × 2 identity matrix. The spinor need not be normalised; if it is, the sum is the identity itself. The proof rewrites the density in terms of the components and their conjugates, then checks the four matrix entries one by one with `simp` and `ring`.

As first written in Lean, the proof fails:

```lean
import Mathlib

open Matrix

namespace KramersPairMagnetisation

noncomputable section

/-- Time reversal of a two-component spinor: `(a, b)` becomes `(-b*, a*)`. -/
def timeReversal (p : Fin 2 → ℂ) : Fin 2 → ℂ := ![-star (p 1), star (p 0)]

/-- The density of a spinor, the sum of the squared moduli of its components. -/
def density (p : Fin 2 → ℂ) : ℝ := ‖p 0‖ ^ 2 + ‖p 1‖ ^ 2

/-- The density written with the spinor components and their conjugates. -/
theorem density_eq (p : Fin 2 → ℂ) :
    (density p : ℂ) = star (p 0) * p 0 + star (p 1) * p 1 := by
  simp only [density, Complex.star_def, Complex.conj_mul', Complex.ofReal_add,
    Complex.ofReal_pow]

/-- The outer products of a spinor and of its time-reversed partner add up to the density times
the identity matrix. -/
theorem kramers_pair_density (p : Fin 2 → ℂ) :
    vecMulVec p (star p) + vecMulVec (timeReversal p) (star (timeReversal p)) =
      (density p : ℂ) • (1 : Matrix (Fin 2) (Fin 2) ℂ) := by
  rw [density_eq]
  ext i j
  fin_cases i <;> fin_cases j <;> simp [Matrix.vecMulVec_apply, timeReversal] <;> ring

end

end KramersPairMagnetisation
```

The compiler's answer:

```
Try this:
  [apply] ring_nf
  
  The `ring` tactic failed to close the goal. Use `ring_nf` to obtain a normal form.
    
  Note that `ring` works primarily in *commutative* rings. If you have a noncommutative ring, abelian group or module, consider using `noncomm_ring`, `abel` or `module` instead.
Try this:
  [apply] ring_nf
  
  The `ring` tactic failed to close the goal. Use `ring_nf` to obtain a normal form.
    
  Note that `ring` works primarily in *commutative* rings. If you have a noncommutative ring, abelian group or module, consider using `noncomm_ring`, `abel` or `module` instead.
Try this:
  [apply] ring_nf
  
  The `ring` tactic failed to close the goal. Use `ring_nf` to obtain a normal form.
    
  Note that `ring` works primarily in *commutative* rings. If you have a noncommutative ring, abelian group or module, consider using `noncomm_ring`, `abel` or `module` instead.
Try this:
  [apply] ring_nf
  
  The `ring` tactic failed to close the goal. Use `ring_nf` to obtain a normal form.
    
  Note that `ring` works primarily in *commutative* rings. If you have a noncommutative ring, abelian group or module, consider using `noncomm_ring`, `abel` or `module` instead.
Main.lean:25:58: error: unsolved goals
case «0».«0»
p : Fin 2 → ℂ
⊢ (vecMulVec p (star p) +
        vecCons (-((starRingEnd ℂ) (p 1) • star ![-(starRingEnd ℂ) (p 1), (starRingEnd ℂ) (p 0)]))
          (vecCons ((starRingEnd ℂ) (p 0) • star ![-(starRingEnd ℂ) (p 1), (starRingEnd ℂ) (p 0)]) !![,,]))
      0 0 =
    (starRingEnd ℂ) (p 1) * p 1 + (starRingEnd ℂ) (p 0) * p 0

case «0».«1»
p : Fin 2 → ℂ
⊢ (vecMulVec p (star p) +
        vecCons (-((starRingEnd ℂ) (p 1) • star ![-(starRingEnd ℂ) (p 1), (starRingEnd ℂ) (p 0)]))
          (vecCons ((starRingEnd ℂ) (p 0) • star ![-(starRingEnd ℂ) (p 1), (starRingEnd ℂ) (p 0)]) !![,,]))
      0 1 =
    0

case «1».«0»
p : Fin 2 → ℂ
⊢ (vecMulVec p (star p) +
        vecCons (-((starRingEnd ℂ) (p 1) • star ![-(starRingEnd ℂ) (p 1), (starRingEnd ℂ) (p 0)]))
          (vecCons ((starRingEnd ℂ) (p 0) • star ![-(starRingEnd ℂ) (p 1), (starRingEnd ℂ) (p 0)]) !![,,]))
      1 0 =
    0

case «1».«1»
p : Fin 2 → ℂ
⊢ (vecMulVec p (star p) +
        vecCons (-((starRingEnd ℂ) (p 1) • star ![-(starRingEnd ℂ) (p 1), (starRingEnd ℂ) (p 0)]))
          (vecCons ((starRingEnd ℂ) (p 0) • star ![-(starRingEnd ℂ) (p 1), (starRingEnd ℂ) (p 0)]) !![,,]))
      1 1 =
    (starRingEnd ℂ) (p 1) * p 1 + (starRingEnd ℂ) (p 0) * p 0
Main.lean:28:40: warning: This simp argument is unused:
  Matrix.vecMulVec_apply

Hint: Omit it from the simp argument list.
  [apply] simp [timeReversal]

Note: This linter can be disabled with `set_option linter.unusedSimpArgs false`
```

Diagnosis. In all four entries `simp` leaves the left side as a sum of two whole matrices, with the indices applied to the sum. It has unfolded `timeReversal` and rewritten the second outer product as a list of rows, but the sum has not been split into entries. No outer product therefore stands directly applied to two indices, which is what `Matrix.vecMulVec_apply` needs, and Lean reports that lemma as unused. `ring` cannot look inside the matrices, so it fails to close any of the goals. Its hint about noncommutative rings is beside the point, since the entries are complex numbers.

The repair takes entries first, while `i` and `j` are still general and `timeReversal` is still folded. `Matrix.add_apply` splits the sum, `Matrix.vecMulVec_apply` turns each outer product into a product of components, and `Pi.star_apply` moves the conjugation onto the component. The later `simp` and `ring` then have only scalar identities to prove. `Matrix.smul_apply` and `smul_eq_mul` do the same for the right side, which had already reduced correctly in the failed attempt. Dropping `Matrix.vecMulVec_apply` from the later `simp` is tidying.

After these edits no error is left:

```diff
@@ -26,5 +26,7 @@
   rw [density_eq]
   ext i j
-  fin_cases i <;> fin_cases j <;> simp [Matrix.vecMulVec_apply, timeReversal] <;> ring
+  simp only [Matrix.add_apply, Matrix.vecMulVec_apply, Pi.star_apply, Matrix.smul_apply,
+    smul_eq_mul]
+  fin_cases i <;> fin_cases j <;> simp [timeReversal] <;> ring
 
 end
```
